# The ground-state energy of two ferromagnetically coupled Ising qubits in a longitudinal field

Two qubits have the Hamiltonian −ZZ − h(ZI + IZ), with coupling strength one and a real longitudinal field h ≥ 0. The theorem `ground_energy` says that −1 − 2h is the least value of ⟨ψ|H|ψ⟩ over all normalised complex two-qubit states, entangled ones included: some state attains it, and none goes below it. The proof attains the value with the product state whose Bloch angles are both zero. For the lower bound it writes the energy as a sum over the populations of the four basis states, and compares this with −1 − 2h times the total population, which is one.

Lean 4 with Mathlib refuses this proof:

```lean
import Mathlib

open Matrix
open scoped Kronecker Topology Real

namespace GroundEnergy

noncomputable section

/-- The Pauli matrix Z. -/
def pauliZ : Matrix (Fin 2) (Fin 2) ℂ := !![1, 0; 0, -1]

/-- The two-qubit Ising Hamiltonian -ZZ - h(ZI + IZ) in a longitudinal field h. -/
def hamiltonian (h : ℝ) : Matrix (Fin 2 × Fin 2) (Fin 2 × Fin 2) ℂ :=
  -(pauliZ ⊗ₖ pauliZ) - (h : ℂ) • (pauliZ ⊗ₖ 1 + 1 ⊗ₖ pauliZ)

/-- The expression ⟨ψ|H|ψ⟩, which is the energy of ψ when ψ is normalised. -/
def energy (h : ℝ) (ψ : Fin 2 × Fin 2 → ℂ) : ℝ :=
  (star ψ ⬝ᵥ (hamiltonian h *ᵥ ψ)).re

/-- The populations of the four basis states add up to one. -/
def IsNormalized (ψ : Fin 2 × Fin 2 → ℂ) : Prop := ∑ p, ‖ψ p‖ ^ 2 = 1

/-- The real one-qubit state with Bloch angle a. -/
def qubit (a : ℝ) : Fin 2 → ℝ := ![Real.cos (a / 2), Real.sin (a / 2)]

/-- The product ansatz: two real qubits with Bloch angles a and b. -/
def productState (a b : ℝ) : Fin 2 × Fin 2 → ℂ :=
  fun p => ((qubit a p.1 * qubit b p.2 : ℝ) : ℂ)

/-- The energy is the sum of the four basis-state energies weighted by the populations. -/
theorem energy_eq_populations (h : ℝ) (ψ : Fin 2 × Fin 2 → ℂ) :
    energy h ψ = (-1 - 2 * h) * ‖ψ (0, 0)‖ ^ 2 + ‖ψ (0, 1)‖ ^ 2 + ‖ψ (1, 0)‖ ^ 2
      + (-1 + 2 * h) * ‖ψ (1, 1)‖ ^ 2 := by
  simp [energy, hamiltonian, pauliZ, dotProduct, Matrix.mulVec, Fintype.sum_prod_type,
    Fin.sum_univ_two, Matrix.kroneckerMap_apply, Matrix.one_apply, Complex.sq_norm,
    Complex.normSq_apply]
  ring

/-- A qubit with Bloch angle a has populations (1 + cos a)/2 and (1 - cos a)/2. -/
theorem qubit_populations (a : ℝ) :
    qubit a 0 ^ 2 = (1 + Real.cos a) / 2 ∧ qubit a 1 ^ 2 = (1 - Real.cos a) / 2 := by
  have hc := Real.cos_sq (a / 2)
  rw [show 2 * (a / 2) = a by ring] at hc
  have hs := Real.sin_sq_add_cos_sq (a / 2)
  constructor
  · change Real.cos (a / 2) ^ 2 = _
    linarith
  · change Real.sin (a / 2) ^ 2 = _
    linarith

/-- Every state of the product ansatz is normalised. -/
theorem productState_normalized (a b : ℝ) : IsNormalized (productState a b) := by
  simp only [IsNormalized, Fintype.sum_prod_type, Fin.sum_univ_two, productState,
    Complex.norm_real, Real.norm_eq_abs, sq_abs, mul_pow, (qubit_populations a).1,
    (qubit_populations a).2, (qubit_populations b).1, (qubit_populations b).2]
  ring

/-- The energy landscape of the product ansatz as a function of the two Bloch angles. -/
theorem energy_product (h a b : ℝ) :
    energy h (productState a b)
      = -(Real.cos a * Real.cos b) - h * (Real.cos a + Real.cos b) := by
  rw [energy_eq_populations]
  simp only [productState, Complex.norm_real, Real.norm_eq_abs, sq_abs, mul_pow,
    (qubit_populations a).1, (qubit_populations a).2, (qubit_populations b).1,
    (qubit_populations b).2]
  ring

/-- For h ≥ 0 the least energy over all normalised two-qubit states is -1 - 2h. -/
theorem ground_energy {h : ℝ} (hh : 0 ≤ h) :
    IsLeast {E | ∃ ψ, IsNormalized ψ ∧ energy h ψ = E} (-1 - 2 * h) := by
  constructor
  · refine ⟨productState 0 0, productState_normalized 0 0, ?_⟩
    rw [energy_product, Real.cos_zero]
    ring
  · rintro E ⟨ψ, hψ, rfl⟩
    rw [energy_eq_populations]
    simp only [IsNormalized, Fintype.sum_prod_type, Fin.sum_univ_two] at hψ
    -- compare with the ground energy times the total population
    have e := congrArg (fun t => (-1 - 2 * h) * t) hψ
    dsimp only at e
    nlinarith [e, sq_nonneg ‖ψ (0, 1)‖, sq_nonneg ‖ψ (1, 0)‖,
      mul_nonneg hh (sq_nonneg ‖ψ (0, 1)‖), mul_nonneg hh (sq_nonneg ‖ψ (1, 0)‖),
      mul_nonneg hh (sq_nonneg ‖ψ (1, 1)‖)]

end

end GroundEnergy
```

The error:

```
Main.lean:81:4: error: `dsimp` made no progress
```

Diagnosis. The message says that `dsimp only at e` found nothing to simplify, which Lean treats as an error.

The hypothesis `e` comes from applying `congrArg` to the function `fun t => (-1 - 2 * h) * t` and the normalisation condition `hψ`. One might expect its two sides to be this function still standing unevaluated before its arguments, and `dsimp only` would then put the arguments in. But Lean had already done that step when it inferred the type of `e`. The hypothesis was already the plain equation with −1 − 2h times the sum of the populations on the left and (−1 − 2h) · 1 on the right, and `dsimp only`, which was given no lemmas to rewrite with, had nothing left to do.

The repair deletes the call and leaves a blank line in its place. `nlinarith` then uses `e` as it stands, and the proof compiles.

As a diff, the version that Lean accepts:

```diff
@@ -79,5 +79,5 @@
     -- compare with the ground energy times the total population
     have e := congrArg (fun t => (-1 - 2 * h) * t) hψ
-    dsimp only at e
+
     nlinarith [e, sq_nonneg ‖ψ (0, 1)‖, sq_nonneg ‖ψ (1, 0)‖,
       mul_nonneg hh (sq_nonneg ‖ψ (0, 1)‖), mul_nonneg hh (sq_nonneg ‖ψ (1, 0)‖),
```
